# First-order melting shift δ(T0)/S for a Gibbs energy correction scaled linearly

The correction is switched on in the Gibbs energy itself. At fixed pressure, let g(T) be the Gibbs energy of the liquid minus that of the solid in a reference model, and δ(T) the correction to this difference. A dimensionless parameter ε scales the correction:

D(ε, T) = g(T) + ε δ(T).

Every zero of D in T, that is, every temperature at which the two phases have equal Gibbs energies, is called a melting temperature here. Scaling the interaction potential instead would in general give a Gibbs energy that is not linear in ε. In the code D is `perturbedGap`, and all quantities are real numbers in consistent units.

In Lean 4 with Mathlib:

```lean
import Mathlib

open Filter Topology

namespace MeltingShift

/-- The corrected liquid-solid Gibbs energy difference at temperature `T`: the reference
difference `g` plus `ε` times the correction `δ`. -/
def perturbedGap (g δ : ℝ → ℝ) (ε T : ℝ) : ℝ := g T + ε * δ T
```

Suppose that g(T0) = 0 and g'(T0) = −S with S ≠ 0, and that a differentiable curve T(ε) of zeros starts at T0. Differentiating D(ε, T(ε)) = 0 gives

g'(T) T' + δ(T) + ε δ'(T) T' = 0.

At ε = 0 the last term vanishes, so −S T'(0) + δ(T0) = 0, and

T'(0) = δ(T0)/S.

With S > 0, a correction that raises the liquid relative to the solid raises the melting temperature. This is the Alfè–Gillan shift to first order. It lets a melting point from a cheap reference potential be corrected towards a first-principles one, as long as the correction is small; the result gives no error bound at ε = 1, where the full correction acts.

The existence of the curve was assumed here. It follows from the hypotheses below.

## Continuously differentiable Gibbs energies

Physically, `ContDiffAt ℝ 1` for g and δ says that the entropy difference and its correction vary continuously with temperature near T0. This holds, for example, when the Gibbs energy and the correction of each phase are continuously differentiable there, continued past coexistence into the metastable range.

By hand, this permits a linear expansion about (0, T0). The partial derivatives of D are δ(T) and g'(T) + ε δ'(T), which at that point are δ(T0) and −S. Hence

dD = δ(T0) dε − S dT.

The first theorem states this as a strict derivative, the form that Mathlib's inverse function theorem takes. `ContinuousLinearMap.fst` and `ContinuousLinearMap.snd` pick out dε and dT.

```lean
/-- For `g` and `δ` continuously differentiable near `T0`, with `g' = -S` at `T0`, the corrected
Gibbs difference changes to first order around `(0, T0)` by `δ(T0) dε - S dT`. -/
theorem perturbedGap_hasStrictFDerivAt {g δ : ℝ → ℝ} {T0 S : ℝ}
    (hg : ContDiffAt ℝ 1 g T0) (hδ : ContDiffAt ℝ 1 δ T0) (hS : HasDerivAt g (-S) T0) :
    HasStrictFDerivAt (fun p : ℝ × ℝ => perturbedGap g δ p.1 p.2)
      (δ T0 • ContinuousLinearMap.fst ℝ ℝ ℝ - S • ContinuousLinearMap.snd ℝ ℝ ℝ) (0, T0) := by
  have h1 : HasStrictDerivAt g (-S) T0 := by
    have h := hg.hasStrictDerivAt (by simp)
    rwa [hS.deriv] at h
  have h2 : HasStrictDerivAt δ (deriv δ T0) T0 := hδ.hasStrictDerivAt (by simp)
  have hsnd : HasStrictFDerivAt (fun p : ℝ × ℝ => p.2)
      (ContinuousLinearMap.snd ℝ ℝ ℝ) (0, T0) := hasStrictFDerivAt_snd
  have hfst : HasStrictFDerivAt (fun p : ℝ × ℝ => p.1)
      (ContinuousLinearMap.fst ℝ ℝ ℝ) (0, T0) := hasStrictFDerivAt_fst
  have h3 : HasStrictFDerivAt (fun p : ℝ × ℝ => g p.2)
      ((-S) • ContinuousLinearMap.snd ℝ ℝ ℝ) (0, T0) := by
    refine HasStrictDerivAt.comp_hasStrictFDerivAt _ ?_ hsnd
    exact h1
  have h4 : HasStrictFDerivAt (fun p : ℝ × ℝ => δ p.2)
      (deriv δ T0 • ContinuousLinearMap.snd ℝ ℝ ℝ) (0, T0) := by
    refine HasStrictDerivAt.comp_hasStrictFDerivAt _ ?_ hsnd
    exact h2
  have key : ∀ L L' : ℝ × ℝ →L[ℝ] ℝ,
      HasStrictFDerivAt (fun p : ℝ × ℝ => perturbedGap g δ p.1 p.2) L' (0, T0) → L' = L →
      HasStrictFDerivAt (fun p : ℝ × ℝ => perturbedGap g δ p.1 p.2) L (0, T0) := by
    rintro _ _ h rfl
    exact h
  -- the term with the slope of `δ` carries a factor `ε = 0` and drops out
  refine key _ _ (h3.add (hfst.mul h4)) (ContinuousLinearMap.ext fun q => ?_)
  simp
  ring
```

In the proof, `h1` and `h2` turn continuous differentiability into strict derivatives, and `h3` and `h4` regard g and δ as functions of the pair (ε, T). The sum and product rules then give the derivative of D, and the final `simp` and `ring` remove the term with δ'(T0), whose factor ε is zero.

Mere differentiability of g would not give uniqueness. With x = T − T0, take g = −(x + 2x² sin(1/x)), set to zero at x = 0, and δ = 1. Then g'(T0) = −1, but g is not monotone on any interval around T0, so for some arbitrarily small ε there are several melting temperatures near T0.

## Coexistence at T0 and a nonzero entropy of melting

The hypothesis `h0`, g(T0) = 0, says that T0 is a melting temperature of the reference model. Without it, T0 does not solve the equation at ε = 0, and no curve of solutions can start there.

The hypothesis `hS`, g'(T0) = −S, identifies S as the entropy of the liquid minus that of the solid, since at fixed pressure the temperature derivative of the Gibbs energy of each phase is minus the entropy of that phase. Without it, S would be an unrelated number: for g = −(T − T0) and δ = 1 the melting temperature is T0 + ε, with slope 1 and not 1/S for S = 2.

The hypothesis `hne`, S ≠ 0, says that the two Gibbs energy curves cross at an angle. By hand, it allows the division by S and also supplies the curve. Consider the map

F(ε, T) = (ε, D(ε, T)).

Its linear part at (0, T0) sends (a, b) to (a, δ(T0) a − S b), with inverse

(a, b) ↦ (a, (δ(T0) a − b)/S).

So F has a local inverse G. Define T(ε) as the second component of G(ε, 0). Then F(G(ε, 0)) = (ε, 0) says that D(ε, T(ε)) = 0. The derivative of G sends (1, 0) to (1, δ(T0)/S), which gives the slope. Conversely, if D(ε, T) = 0 close to (0, T0), applying G to F(ε, T) = (ε, 0) gives T = T(ε).

```lean
/-- **Alfè-Gillan melting shift.** Let `g` and `δ` be continuously differentiable near `T0`, with
`g = 0` and `g' = -S ≠ 0` at `T0`. Then, for `ε` near `0`, the corrected Gibbs difference vanishes
along a curve `T(ε)` with `T(0) = T0` and slope `δ(T0)/S` at `ε = 0`, and has no other zeros near
`(0, T0)`. -/
theorem melting_shift {g δ : ℝ → ℝ} {T0 S : ℝ}
    (hg : ContDiffAt ℝ 1 g T0) (hδ : ContDiffAt ℝ 1 δ T0)
    (h0 : g T0 = 0) (hS : HasDerivAt g (-S) T0) (hne : S ≠ 0) :
    ∃ T : ℝ → ℝ, T 0 = T0 ∧ (∀ᶠ ε in 𝓝 0, perturbedGap g δ ε (T ε) = 0) ∧
      HasDerivAt T (δ T0 / S) 0 ∧
      ∀ᶠ p : ℝ × ℝ in 𝓝 (0, T0), perturbedGap g δ p.1 p.2 = 0 → T p.1 = p.2 := by
  have hinv : S⁻¹ * S = 1 := inv_mul_cancel₀ hne
  -- the linearised map `(dε, dT) ↦ (dε, δ(T0) dε - S dT)` is invertible
  obtain ⟨e, he, hval⟩ : ∃ e : (ℝ × ℝ) ≃L[ℝ] (ℝ × ℝ),
      (e : ℝ × ℝ →L[ℝ] ℝ × ℝ) = (ContinuousLinearMap.fst ℝ ℝ ℝ).prod
        (δ T0 • ContinuousLinearMap.fst ℝ ℝ ℝ - S • ContinuousLinearMap.snd ℝ ℝ ℝ) ∧
      ((e.symm : ℝ × ℝ →L[ℝ] ℝ × ℝ) (1, 0)).2 = δ T0 / S := by
    refine ⟨ContinuousLinearEquiv.equivOfInverse
      ((ContinuousLinearMap.fst ℝ ℝ ℝ).prod
        (δ T0 • ContinuousLinearMap.fst ℝ ℝ ℝ - S • ContinuousLinearMap.snd ℝ ℝ ℝ))
      ((ContinuousLinearMap.fst ℝ ℝ ℝ).prod
        ((δ T0 / S) • ContinuousLinearMap.fst ℝ ℝ ℝ - S⁻¹ • ContinuousLinearMap.snd ℝ ℝ ℝ))
      ?_ ?_, rfl, ?_⟩
    · rintro ⟨a, b⟩
      refine Prod.ext rfl ?_
      show δ T0 / S * a - S⁻¹ * (δ T0 * a - S * b) = b
      linear_combination b * hinv
    · rintro ⟨a, b⟩
      refine Prod.ext rfl ?_
      show δ T0 * a - S * (δ T0 / S * a - S⁻¹ * b) = b
      linear_combination (b - δ T0 * a) * hinv
    · show δ T0 / S * 1 - S⁻¹ * 0 = δ T0 / S
      ring
  obtain ⟨F, hFp⟩ : ∃ F : ℝ × ℝ → ℝ × ℝ,
      F = fun p => (p.1, perturbedGap g δ p.1 p.2) := ⟨_, rfl⟩
  have hF : HasStrictFDerivAt F (e : ℝ × ℝ →L[ℝ] ℝ × ℝ) (0, T0) := by
    rw [hFp, he]
    exact hasStrictFDerivAt_fst.prodMk (perturbedGap_hasStrictFDerivAt hg hδ hS)
  have hF0 : F (0, T0) = (0, 0) := by simp [hFp, perturbedGap, h0]
  -- inverse function theorem
  obtain ⟨G, hG0, hGd, hl, hr⟩ : ∃ G : ℝ × ℝ → ℝ × ℝ, G (F (0, T0)) = (0, T0) ∧
      HasStrictFDerivAt G (e.symm : ℝ × ℝ →L[ℝ] ℝ × ℝ) (F (0, T0)) ∧
      (∀ᶠ p in 𝓝 (0, T0), G (F p) = p) ∧ ∀ᶠ q in 𝓝 (F (0, T0)), F (G q) = q :=
    ⟨HasStrictFDerivAt.localInverse F e (0, T0) hF, hF.localInverse_apply_image,
      hF.to_localInverse, hF.eventually_left_inverse, hF.eventually_right_inverse⟩
  rw [hF0] at hG0 hGd hr
  -- the melting curve is the preimage of zero Gibbs difference
  refine ⟨fun ε => (G (ε, 0)).2, congrArg Prod.snd hG0, ?_, ?_, ?_⟩
  · have hc : Continuous (fun ε : ℝ => (ε, (0 : ℝ))) := by fun_prop
    filter_upwards [(hc.tendsto 0).eventually hr] with ε h
    rw [hFp] at h
    have h1 : (G (ε, 0)).1 = ε := congrArg Prod.fst h
    have h2 : perturbedGap g δ (G (ε, 0)).1 (G (ε, 0)).2 = 0 := congrArg Prod.snd h
    rwa [h1] at h2
  · have hc : HasDerivAt (fun ε : ℝ => (ε, (0 : ℝ))) (1, 0) 0 :=
      (hasDerivAt_id (0 : ℝ)).prodMk (hasDerivAt_const (0 : ℝ) (0 : ℝ))
    have h1 : HasDerivAt (fun ε : ℝ => G (ε, 0))
        ((e.symm : ℝ × ℝ →L[ℝ] ℝ × ℝ) (1, 0)) 0 := by
      refine HasFDerivAt.comp_hasDerivAt (0 : ℝ) ?_ hc
      exact hGd.hasFDerivAt
    have h2 := (ContinuousLinearMap.snd ℝ ℝ ℝ).hasFDerivAt.comp_hasDerivAt (0 : ℝ) h1
    exact h2.congr_deriv hval
  · filter_upwards [hl] with p hp hz
    have hFz : F p = (p.1, 0) := by simp [hFp, hz]
    rw [hFz] at hp
    exact congrArg Prod.snd hp
```

The theorem provides a function `T` with value T0 at zero, zeros of D for all ε in some interval around 0, the stated slope, and uniqueness near (0, T0). The notation `∀ᶠ` expresses "for all points sufficiently near". Far from ε = 0 the values of `T` carry no physical meaning.

In the proof, `e` is the invertible linear map and `hval` reads off the slope from its inverse. The hypothesis S ≠ 0 enters through `hinv`, which verifies both inverse identities. `h0` gives F(0, T0) = (0, 0) in `hF0`, and `hS` enters through the strict derivative. The last three blocks use the right inverse for the zeros, the chain rule for the slope and the left inverse for uniqueness.

## Continuity of a given melting curve

A melting curve may come from elsewhere, for example from solving for coexistence at every ε near 0. Continuity at ε = 0 rules out a jump there to another transition.

By hand, continuity keeps (ε, T(ε)) near (0, T0), where the zeros are unique. The curve therefore agrees with the constructed one for small ε and has the same slope.

```lean
/-- Let `g` and `δ` be continuously differentiable near `T0`, with `g = 0` and `g' = -S ≠ 0` at
`T0`. Then every curve of zeros of the corrected Gibbs difference, defined for `ε` near `0`, that
passes through `T0` at `ε = 0` and is continuous there has slope `δ(T0)/S` at `ε = 0`. -/
theorem slope_of_continuous_branch {g δ T : ℝ → ℝ} {T0 S : ℝ}
    (hg : ContDiffAt ℝ 1 g T0) (hδ : ContDiffAt ℝ 1 δ T0)
    (h0 : g T0 = 0) (hS : HasDerivAt g (-S) T0) (hne : S ≠ 0)
    (hT : ContinuousAt T 0) (hT0 : T 0 = T0)
    (hz : ∀ᶠ ε in 𝓝 0, perturbedGap g δ ε (T ε) = 0) :
    HasDerivAt T (δ T0 / S) 0 := by
  obtain ⟨R, -, -, hR, huniq⟩ := melting_shift hg hδ h0 hS hne
  have hc : Tendsto (fun ε : ℝ => (ε, T ε)) (𝓝 0) (𝓝 (0, T0)) := by
    rw [← hT0]
    exact ContinuousAt.prodMk continuousAt_id hT
  -- by local uniqueness the branch coincides with the constructed one
  refine hR.congr_of_eventuallyEq ?_
  filter_upwards [hc.eventually huniq, hz] with ε h1 h2
  exact (h1 h2).symm
```

The limit `hc` expresses this use of continuity, and `huniq` identifies the two curves. Without continuity the conclusion can fail: let g = (T − T0)(T − T0 − 1) and δ = 0, and put T(0) = T0 but T(ε) = T0 + 1 otherwise. Every value is a zero, yet the function jumps at ε = 0.

## Different entropies in the two phases

For separate Gibbs energies Gl and Gs with corrections φl and φs, set

g = Gl − Gs,  δ = φl − φs,  S = Sl − Ss.

The condition `Sl ≠ Ss` is then S ≠ 0, and equality of the corrected Gibbs energies is D = 0. The slope becomes

(φl(T0) − φs(T0))/(Sl − Ss).

```lean
/-- Let liquid and solid have continuously differentiable Gibbs energies and corrections near `T0`,
equal Gibbs energies at `T0`, and different entropies `Sl`, `Ss` there. Then the corrected phases
coexist, for `ε` near `0`, along a curve `T(ε)` from `T0` whose initial slope is the difference of
the corrections at `T0` divided by the entropy of melting `Sl - Ss`. -/
theorem two_phase_melting_shift {Gl Gs φl φs : ℝ → ℝ} {T0 Sl Ss : ℝ}
    (hGl : ContDiffAt ℝ 1 Gl T0) (hGs : ContDiffAt ℝ 1 Gs T0)
    (hφl : ContDiffAt ℝ 1 φl T0) (hφs : ContDiffAt ℝ 1 φs T0)
    (hco : Gl T0 = Gs T0) (hSl : HasDerivAt Gl (-Sl) T0) (hSs : HasDerivAt Gs (-Ss) T0)
    (hne : Sl ≠ Ss) :
    ∃ T : ℝ → ℝ, T 0 = T0 ∧
      (∀ᶠ ε in 𝓝 0, Gl (T ε) + ε * φl (T ε) = Gs (T ε) + ε * φs (T ε)) ∧
      HasDerivAt T ((φl T0 - φs T0) / (Sl - Ss)) 0 := by
  have hd : HasDerivAt (fun t => Gl t - Gs t) (-(Sl - Ss)) T0 :=
    (hSl.fun_sub hSs).congr_deriv (by ring)
  obtain ⟨T, h1, h2, h3, -⟩ := melting_shift (g := fun t => Gl t - Gs t)
    (δ := fun t => φl t - φs t) (hGl.sub hGs) (hφl.sub hφs) (sub_eq_zero.mpr hco) hd
    (sub_ne_zero.mpr hne)
  refine ⟨T, h1, ?_, h3⟩
  filter_upwards [h2] with ε h
  simp only [perturbedGap] at h
  linear_combination h
```

The proof forms these differences, applies `melting_shift` and rearranges its equation into equality of the two phases. If the entropies are equal, coexistence may disappear, as the quadratic example below shows with Gl = T0² − 2 T0 T − T², Gs = −2T², φl = 1 and φs = 0. Here Gl − Gs = (T − T0)², and both phases have positive entropy and heat capacity for T > 0.

## A nonzero corrected entropy in the linear model

For g = −S(T − T0) and δ = a + b(T − T0), the melting condition can be solved at finite ε:

−S(T − T0) + ε(a + b(T − T0)) = 0
(S − ε b)(T − T0) = ε a
T = T0 + ε a/(S − ε b).

The hypothesis S − ε b ≠ 0 says that the entropy of melting of the corrected model is nonzero.

```lean
/-- For a Gibbs difference `-S (T - T0)` and a correction `a + b (T - T0)`, the corrected melting
temperature at finite `ε` is exactly `T0 + ε a / (S - ε b)`, provided `S - ε b ≠ 0`. -/
theorem linear_gap_exact (S T0 a b ε T : ℝ) (hne : S - ε * b ≠ 0) :
    perturbedGap (fun t => -S * (t - T0)) (fun t => a + b * (t - T0)) ε T = 0 ↔
      T = T0 + ε * a / (S - ε * b) := by
  rw [← sub_eq_iff_eq_add', eq_div_iff hne]
  simp only [perturbedGap]
  constructor <;> intro h <;> linear_combination -h
```

The proof clears the denominator using `hne` and compares the two linear equations in both directions. If S − ε b = 0, the condition reduces to ε a = 0, so either no temperature or every temperature is a solution.

## A melting point that vanishes when S = 0

Let g = (T − T0)² and δ = 1. The phases have equal Gibbs energies and equal entropies at T0, but their curves only touch: the solid has the lower Gibbs energy on both sides, so T0 is a melting temperature only in the sense of equal Gibbs energies. For every ε > 0,

D(ε, T) = (T − T0)² + ε ≥ ε > 0,

so no melting temperature remains.

```lean
/-- The Gibbs difference `(T - T0)²` vanishes at `T0` with zero slope, and the constant correction
`1` with any `ε > 0` leaves no temperature at which the corrected difference vanishes. -/
theorem no_melting_point_of_zero_entropy (T0 : ℝ) :
    (T0 - T0) ^ 2 = 0 ∧ HasDerivAt (fun t : ℝ => (t - T0) ^ 2) 0 T0 ∧
      ∀ ε > 0, ∀ T, perturbedGap (fun t => (t - T0) ^ 2) (fun _ => 1) ε T ≠ 0 := by
  refine ⟨by ring, ?_, ?_⟩
  · exact (((hasDerivAt_id' T0).sub_const T0).fun_pow 2).congr_deriv (by simp)
  · intro ε hε T h
    simp only [perturbedGap] at h
    nlinarith [sq_nonneg (T - T0)]

end MeltingShift
```

The three parts of the statement are the zero at T0, the zero slope from the power rule, and the absence of solutions, which `nlinarith` derives from the nonnegative square. The example shows that existence can fail at S = 0, though it need not: for g = −(T − T0)³ and δ = 1 the solution T0 + ∛ε exists, but has no finite slope at ε = 0. This cubic case, like the counter-examples for the other hypotheses, is argued here by hand and has no theorem in the code.

```lean
#print axioms MeltingShift.slope_of_continuous_branch
#print axioms MeltingShift.two_phase_melting_shift
#print axioms MeltingShift.linear_gap_exact
#print axioms MeltingShift.no_melting_point_of_zero_entropy
```

```
'MeltingShift.slope_of_continuous_branch' depends on axioms: [propext, Classical.choice, Quot.sound]
'MeltingShift.two_phase_melting_shift' depends on axioms: [propext, Classical.choice, Quot.sound]
'MeltingShift.linear_gap_exact' depends on axioms: [propext, Classical.choice, Quot.sound]
'MeltingShift.no_melting_point_of_zero_entropy' depends on axioms: [propext, Classical.choice, Quot.sound]
```
